# Isospectral real symmetric matrices with equal total walk sums are related by an orthogonal matrix that fixes the all-ones vector

## Same orbital energies, same walk counts: does one rotation respect both?

Two conjugated molecules have the same Hückel orbital energies, and their carbon skeletons have the same total number of walks of every length. Equal energies give me an orthogonal matrix that turns one Hamiltonian into the other. Can I choose it so that it also leaves the all-ones vector, the in-phase combination of all sites, unchanged? Degenerate levels worry me: the eigenvectors there are arbitrary, so the components of that vector needn't match one by one.

## Yes: only the total weight in each level has to match

Let $A$ and $B$ be the real symmetric $n\times n$ matrices of the two molecules and $\mathbf 1$ the all-ones vector. In simple Hückel theory they are the adjacency matrices of the carbon skeletons. The Hamiltonians are $\alpha 1+\beta A$ and $\alpha 1+\beta B$, with the same site energy $\alpha$ and coupling $\beta\neq0$, so the eigenvalues of $A$ and $B$ are the orbital energies measured from $\alpha$ in units of $\beta$. An orthogonal matrix that turns $A$ into $B$ also turns one Hamiltonian into the other. Equal characteristic polynomials mean equal eigenvalues with multiplicity, so there are orthogonal $U,V$ and one diagonal matrix $D$ of energies $d_i$ with
$$A=UDU^T,\qquad B=VDV^T.$$
Put $x=U^T\mathbf 1$ and $y=V^T\mathbf 1$. The walk sums are energy moments:
$$\mathbf 1^TA^k\mathbf 1=x^TD^kx=\sum_i d_i^k x_i^2,\qquad \mathbf 1^TB^k\mathbf 1=\sum_i d_i^k y_i^2 .$$
If they agree for all $k$, then by linearity $\sum_i p(d_i)x_i^2=\sum_i p(d_i)y_i^2$ for every polynomial $p$. Choose $p$ to vanish at every energy except $\mu$, and divide by $p(\mu)\neq0$:
$$\sum_{d_i=\mu}x_i^2=\sum_{d_i=\mu}y_i^2 .$$

Within each level, $x$ and $y$ are therefore vectors of equal length, so unless they already agree a reflection takes one to the other. Let $w=x-y$, restricted to the level. If $w=0$, let $R$ be the identity there; otherwise let $R=1-2ww^T/|w|^2$. Equal lengths give $|w|^2=2|x|^2-2x\cdot y=2\,w\cdot x$, so $Rx=x-w=y$. Also $R^T=R$ and $R^2=1$, and $RD=DR$ because $D$ is a multiple of the identity on each level.

Now set $Q=VRU^T$. Then
$$QQ^T=VR^2V^T=1,\quad QAQ^T=VRDRV^T=VDV^T=B,\quad Q\mathbf 1=VRx=Vy=\mathbf 1 .$$

**A degenerate example.** Take $A=\mathrm{diag}(0,0,1)$ and $B=zz^T$ with $z=(2,2,-1)/3$. Both have energies $0,0,1$, and their walk sums are $3$ for $k=0$ and $1$ for $k\ge1$. With $U=1$ and the columns of $V$ equal to $(1,-1,0)/\sqrt2$, $(1,1,4)/\sqrt{18}$ and $z$, one finds $x=(1,1,1)$ and $y=(0,\sqrt2,1)$. The components differ, but the weights in the two levels are $2$ and $1$ for both. The recipe gives
$$Q=\frac13\begin{pmatrix}-1&2&2\\2&-1&2\\2&2&-1\end{pmatrix}.$$
Its rows sum to $1$, and its third column is $z$, so $QAQ^T=zz^T$.

**Without the walk condition.** Two sites of energy $0$ with coupling $1$, and two uncoupled sites with energies $1$ and $-1$, have the same spectrum. Their walk sums of length one are $2$ and $0$ (expectation values $1$ and $0$ in the normalised in-phase state). A $Q$ of the required kind would make them equal, so equal characteristic polynomials alone do not suffice.

## What the Lean theorems say

`exists_orthogonal_fixing_ones` is the result above. `A` and `B` are real matrices over a finite index type `n` of sites, `IsSymm` says that they are symmetric, and `walkSum A 1 k` is $\mathbf 1^TA^k\mathbf 1$. Orthogonality reads `Q * Qᵀ = 1`. The symbol `1` is the identity matrix there, but the all-ones vector in `Q *ᵥ 1 = 1`. Entries needn't be 0 or 1; in general each walk is weighted by the product of its matrix elements.

`isospectral_walks_iff` allows weight vectors `u` and `v` in place of $\mathbf 1$ and proves an equivalence. `charpoly_combination_eq` adds that $aA+b1+cJ$ and $aB+b1+cJ$ are isospectral for all real $a,b,c$, where $J$ is the all-ones matrix, written `vecMulVec 1 1`. For simple graphs this includes the complements, with adjacency matrix $J-1-A$.

In a finite model of non-interacting electrons, the two Hamiltonians thus give the normalised state $\mathbf 1/\sqrt n$ the same probability in each energy level. That such a matrix describes a real molecule is an assumption of Hückel theory. Nor does the theorem make $Q$ a permutation, so it does not show that the molecules are the same graph relabelled.

```lean
import Mathlib

open Matrix

namespace GeneralisedIsospectrality

noncomputable section

variable {n : Type*} [Fintype n] [DecidableEq n]

/-- The sum over all walks of length `k`, with end points weighted by `u`: `uᵀ Aᵏ u`. -/
def walkSum (A : Matrix n n ℝ) (u : n → ℝ) (k : ℕ) : ℝ := u ⬝ᵥ (A ^ k *ᵥ u)

omit [DecidableEq n] in
/-- The sum of `f` over all orbitals whose energy `d` equals `μ`. -/
def levelSum (d f : n → ℝ) (μ : ℝ) : ℝ := ∑ j, if d j = μ then f j else 0

/-- The reflection along `w` carried out separately inside each energy level of `d`.
On a level where `w` vanishes the denominator is zero and the matrix acts as the identity. -/
def levelReflection (d w : n → ℝ) : Matrix n n ℝ :=
  Matrix.of fun i j => (if i = j then 1 else 0) -
    (if d i = d j then 2 * w i * w j / levelSum d (fun k => w k ^ 2) (d i) else 0)

omit [DecidableEq n] in
/-- If two distributions over the orbitals have the same energy moments of every order,
they put the same total weight on each energy level. -/
theorem levelSum_eq_of_moments (d f g : n → ℝ)
    (h : ∀ k : ℕ, ∑ i, d i ^ k * f i = ∑ i, d i ^ k * g i) (μ : ℝ) :
    levelSum d f μ = levelSum d g μ := by
  have hp : ∀ p : Polynomial ℝ, ∑ i, p.eval (d i) * f i = ∑ i, p.eval (d i) * g i := by
    intro p
    induction p using Polynomial.induction_on' with
    | add p q hp hq => simp only [Polynomial.eval_add, add_mul, Finset.sum_add_distrib, hp, hq]
    | monomial k a => simp only [Polynomial.eval_monomial, mul_assoc, ← Finset.mul_sum, h k]
  -- a polynomial that vanishes at every energy except `μ`
  obtain ⟨p, hμ, h0⟩ : ∃ p : Polynomial ℝ, p.eval μ ≠ 0 ∧ ∀ i, d i ≠ μ → p.eval (d i) = 0 := by
    refine ⟨∏ ν ∈ (Finset.univ.image d).erase μ, (Polynomial.X - Polynomial.C ν), ?_, ?_⟩
    · simp only [Polynomial.eval_prod, Polynomial.eval_sub, Polynomial.eval_X, Polynomial.eval_C]
      exact Finset.prod_ne_zero_iff.2 fun ν hν =>
        sub_ne_zero.2 (Finset.ne_of_mem_erase hν).symm
    · intro i hi
      simp only [Polynomial.eval_prod, Polynomial.eval_sub, Polynomial.eval_X, Polynomial.eval_C]
      exact Finset.prod_eq_zero (Finset.mem_erase.2
        ⟨hi, Finset.mem_image_of_mem d (Finset.mem_univ i)⟩) (sub_self _)
  have key : ∀ f : n → ℝ, ∑ i, p.eval (d i) * f i = p.eval μ * levelSum d f μ := by
    intro f
    rw [levelSum, Finset.mul_sum]
    refine Finset.sum_congr rfl fun i _ => ?_
    by_cases hi : d i = μ
    · rw [if_pos hi, hi]
    · rw [if_neg hi, h0 i hi, zero_mul, mul_zero]
  exact mul_left_cancel₀ hμ ((key f).symm.trans ((hp p).trans (key g)))

/-- The level-wise reflection subtracts from `x`, in each level, twice its component along `w`. -/
theorem levelReflection_mulVec (d w x : n → ℝ) (i : n) :
    (levelReflection d w *ᵥ x) i = x i - w i *
      (2 * levelSum d (fun j => w j * x j) (d i) / levelSum d (fun j => w j ^ 2) (d i)) := by
  simp only [levelReflection, mulVec, dotProduct, Matrix.of_apply, sub_mul,
    Finset.sum_sub_distrib]
  generalize levelSum d (fun k => w k ^ 2) (d i) = s
  congr 1
  · simp
  · simp only [levelSum, Finset.mul_sum, Finset.sum_div]
    refine Finset.sum_congr rfl fun j _ => ?_
    by_cases h : d j = d i
    · rw [if_pos h, if_pos h.symm]; ring
    · rw [if_neg h, if_neg (Ne.symm h)]; ring

/-- The level-wise reflection is symmetric, squares to the identity, and commutes with the
diagonal matrix of energies. -/
theorem levelReflection_symmetry (d w : n → ℝ) :
    (levelReflection d w)ᵀ = levelReflection d w ∧
    levelReflection d w * levelReflection d w = 1 ∧
    levelReflection d w * diagonal d = diagonal d * levelReflection d w := by
  refine ⟨?_, ?_, ?_⟩
  · ext i j
    simp only [transpose_apply, levelReflection, Matrix.of_apply]
    congr 1
    · exact if_congr eq_comm rfl rfl
    · by_cases h : d i = d j
      · rw [if_pos h.symm, if_pos h, h]; ring
      · rw [if_neg (Ne.symm h), if_neg h]
  · apply Matrix.toLin'.injective
    refine LinearMap.ext fun x => ?_
    rw [Matrix.toLin'_apply, Matrix.toLin'_apply, ← Matrix.mulVec_mulVec, Matrix.one_mulVec]
    -- the component along `w` changes sign
    have hL : ∀ μ, levelSum d (fun j => w j * (levelReflection d w *ᵥ x) j) μ =
        levelSum d (fun j => w j * x j) μ - levelSum d (fun j => w j ^ 2) μ *
          (2 * levelSum d (fun j => w j * x j) μ / levelSum d (fun j => w j ^ 2) μ) := by
      intro μ
      have key : ∀ j, (if d j = μ then w j * (levelReflection d w *ᵥ x) j else 0) =
          (if d j = μ then w j * x j else 0) - (if d j = μ then w j ^ 2 else 0) *
          (2 * levelSum d (fun j => w j * x j) μ / levelSum d (fun j => w j ^ 2) μ) := by
        intro j
        by_cases h : d j = μ
        · simp only [if_pos h]
          rw [levelReflection_mulVec, h]; ring
        · simp only [if_neg h]; ring
      refine (Finset.sum_congr rfl fun j _ => key j).trans ?_
      rw [Finset.sum_sub_distrib, ← Finset.sum_mul]
      rfl
    funext i
    rw [levelReflection_mulVec d w (levelReflection d w *ᵥ x) i, hL (d i),
      levelReflection_mulVec d w x i]
    generalize levelSum d (fun j => w j ^ 2) (d i) = s
    generalize levelSum d (fun j => w j * x j) (d i) = L
    by_cases hs : s = 0
    · simp [hs]
    · have h2 : s * (2 * L / s) = 2 * L := by field_simp
      rw [h2]; ring
  · ext i j
    rw [Matrix.mul_diagonal, Matrix.diagonal_mul]
    by_cases h : d i = d j
    · rw [h, mul_comm]
    · have hij : i ≠ j := fun e => h (by rw [e])
      simp [levelReflection, h, hij]

/-- If `x` and `y` have the same squared length in every energy level, the level-wise
reflection along `x - y` carries `x` to `y`. -/
theorem levelReflection_maps (d x y : n → ℝ)
    (h : ∀ μ, levelSum d (fun i => x i ^ 2) μ = levelSum d (fun i => y i ^ 2) μ) :
    levelReflection d (fun i => x i - y i) *ᵥ x = y := by
  funext i
  rw [levelReflection_mulVec]
  have h2 : levelSum d (fun j => (x j - y j) ^ 2) (d i)
      - 2 * levelSum d (fun j => (x j - y j) * x j) (d i)
      + levelSum d (fun j => x j ^ 2) (d i) - levelSum d (fun j => y j ^ 2) (d i) = 0 := by
    simp only [levelSum, Finset.mul_sum, ← Finset.sum_sub_distrib, ← Finset.sum_add_distrib]
    refine Finset.sum_eq_zero fun j _ => ?_
    split_ifs <;> ring
  have h3 : 2 * levelSum d (fun j => (x j - y j) * x j) (d i) =
      levelSum d (fun j => (x j - y j) ^ 2) (d i) := by linarith [h (d i)]
  rw [h3]
  by_cases hs : levelSum d (fun j => (x j - y j) ^ 2) (d i) = 0
  · -- `x` and `y` already agree on this level
    have hn : ∀ j ∈ Finset.univ, 0 ≤ (if d j = d i then (x j - y j) ^ 2 else 0) := by
      intro j _
      split_ifs <;> positivity
    have hz := (Finset.sum_eq_zero_iff_of_nonneg hn).1 hs i (Finset.mem_univ i)
    rw [if_pos rfl] at hz
    have hw : x i - y i = 0 := pow_eq_zero_iff (two_ne_zero) |>.1 hz
    rw [hw, zero_mul, sub_zero]
    linarith
  · rw [div_self hs]; ring

/-- Two real symmetric matrices with equal characteristic polynomials are diagonalised by
orthogonal matrices with one common list of energies. -/
theorem common_levels {A B : Matrix n n ℝ} (hA : A.IsSymm) (hB : B.IsSymm)
    (h : A.charpoly = B.charpoly) : ∃ (d : n → ℝ) (U V : Matrix n n ℝ),
      Uᵀ * U = 1 ∧ Vᵀ * V = 1 ∧ A = U * diagonal d * Uᵀ ∧ B = V * diagonal d * Vᵀ := by
  have herm : ∀ M : Matrix n n ℝ, M.IsSymm → M.IsHermitian := fun M hM =>
    (conjTranspose_eq_transpose_of_trivial M).trans hM
  have spec : ∀ (M : Matrix n n ℝ) (hM : M.IsHermitian), ∃ U : Matrix n n ℝ,
      Uᵀ * U = 1 ∧ M = U * diagonal hM.eigenvalues * Uᵀ := by
    intro M hM
    obtain ⟨U, hdef⟩ : ∃ U : Matrix n n ℝ, U = hM.eigenvectorUnitary := ⟨_, rfl⟩
    have hU : Uᵀ * U = 1 := by
      have h1 := Matrix.mem_unitaryGroup_iff'.1 hM.eigenvectorUnitary.2
      rwa [← hdef, Matrix.star_eq_conjTranspose, conjTranspose_eq_transpose_of_trivial] at h1
    have hMU : M * U = U * diagonal hM.eigenvalues := by
      subst hdef
      ext i j
      rw [Matrix.mul_diagonal]
      exact (congrFun (hM.mulVec_eigenvectorBasis j) i).trans (mul_comm (hM.eigenvalues j) _)
    refine ⟨U, hU, ?_⟩
    rw [← hMU, Matrix.mul_assoc, mul_eq_one_comm.1 hU, Matrix.mul_one]
  obtain ⟨U, hU, hUA⟩ := spec A (herm A hA)
  obtain ⟨V, hV, hVB⟩ := spec B (herm B hB)
  have he : (herm A hA).eigenvalues = (herm B hB).eigenvalues :=
    ((herm A hA).eigenvalues_eq_eigenvalues_iff (herm B hB)).2 h
  exact ⟨_, U, V, hU, hV, hUA, by rw [he]; exact hVB⟩

/-- In an orthogonal eigenbasis the walk sums are the energy moments of the squared
components of the weight vector. -/
theorem walkSum_spectral {A U : Matrix n n ℝ} {d : n → ℝ} (hU : Uᵀ * U = 1)
    (hA : A = U * diagonal d * Uᵀ) (u : n → ℝ) (k : ℕ) :
    walkSum A u k = ∑ i, d i ^ k * (Uᵀ *ᵥ u) i ^ 2 := by
  have hk : A ^ k = U * diagonal (fun i => d i ^ k) * Uᵀ := by
    induction k with
    | zero => simp [mul_eq_one_comm.1 hU]
    | succ k ih =>
      rw [pow_succ, ih, hA]
      calc U * diagonal (fun i => d i ^ k) * Uᵀ * (U * diagonal d * Uᵀ)
          = U * (diagonal (fun i => d i ^ k) * (Uᵀ * U) * diagonal d) * Uᵀ := by
            simp only [Matrix.mul_assoc]
        _ = U * diagonal (fun i => d i ^ (k + 1)) * Uᵀ := by
            rw [hU, Matrix.mul_one, diagonal_mul_diagonal]
            simp only [pow_succ]
  rw [walkSum, hk, ← mulVec_mulVec, ← mulVec_mulVec, dotProduct_mulVec, ← mulVec_transpose]
  simp only [dotProduct, mulVec_diagonal]
  exact Finset.sum_congr rfl fun i _ => by ring

/-- Two real symmetric matrices have equal characteristic polynomials and equal walk sums
weighted by `u` and `v` exactly when an orthogonal `Q` turns `A` into `B` and `u` into `v`. -/
theorem isospectral_walks_iff {A B : Matrix n n ℝ} (hA : A.IsSymm) (hB : B.IsSymm)
    (u v : n → ℝ) :
    (A.charpoly = B.charpoly ∧ ∀ k, walkSum A u k = walkSum B v k) ↔
      ∃ Q : Matrix n n ℝ, Q * Qᵀ = 1 ∧ Q * A * Qᵀ = B ∧ Q *ᵥ u = v := by
  constructor
  · rintro ⟨hc, hw⟩
    obtain ⟨d, U, V, hU, hV, hUA, hVB⟩ := common_levels hA hB hc
    have hV' : V * Vᵀ = 1 := mul_eq_one_comm.1 hV
    have hx := levelReflection_maps d (Uᵀ *ᵥ u) (Vᵀ *ᵥ v)
      (levelSum_eq_of_moments d _ _ fun k => by
        rw [← walkSum_spectral hU hUA, ← walkSum_spectral hV hVB, hw k])
    obtain ⟨hs, hRR, hRD⟩ :=
      levelReflection_symmetry d (fun i => (Uᵀ *ᵥ u) i - (Vᵀ *ᵥ v) i)
    generalize levelReflection d (fun i => (Uᵀ *ᵥ u) i - (Vᵀ *ᵥ v) i) = R at hx hs hRR hRD
    -- to the eigenbasis of `A`, reflect, and back from the eigenbasis of `B`
    have ht : (V * R * Uᵀ)ᵀ = U * R * Vᵀ := by
      rw [transpose_mul, transpose_mul, transpose_transpose, hs, Matrix.mul_assoc]
    refine ⟨V * R * Uᵀ, ?_, ?_, ?_⟩
    · rw [ht]
      calc V * R * Uᵀ * (U * R * Vᵀ) = V * (R * (Uᵀ * U) * R) * Vᵀ := by
            simp only [Matrix.mul_assoc]
        _ = 1 := by rw [hU, Matrix.mul_one, hRR, Matrix.mul_one, hV']
    · rw [ht, hUA, hVB]
      calc V * R * Uᵀ * (U * diagonal d * Uᵀ) * (U * R * Vᵀ)
          = V * (R * (Uᵀ * U) * diagonal d * (Uᵀ * U) * R) * Vᵀ := by
            simp only [Matrix.mul_assoc]
        _ = V * diagonal d * Vᵀ := by
            simp only [hU, Matrix.mul_one]
            rw [hRD, Matrix.mul_assoc (diagonal d), hRR, Matrix.mul_one]
    · rw [← mulVec_mulVec, ← mulVec_mulVec, hx, mulVec_mulVec, hV', one_mulVec]
  · rintro ⟨Q, hQ, hAB, rfl⟩
    have hQ' : Qᵀ * Q = 1 := mul_eq_one_comm.1 hQ
    refine ⟨?_, fun k => ?_⟩
    · rw [← hAB, Matrix.charpoly_mul_comm, ← Matrix.mul_assoc, hQ', Matrix.one_mul]
    · have hs : SemiconjBy Q A B := by
        change Q * A = B * Q
        rw [← hAB, Matrix.mul_assoc (Q * A), hQ', Matrix.mul_one]
      have e : B ^ k *ᵥ (Q *ᵥ u) = Q *ᵥ (A ^ k *ᵥ u) := by
        simp only [mulVec_mulVec, (hs.pow_right k).eq]
      unfold walkSum
      rw [e, dotProduct_mulVec (Q *ᵥ u) Q, ← mulVec_transpose, mulVec_mulVec, hQ', one_mulVec]

/-- Real symmetric matrices with equal characteristic polynomials and equal total walk sums
of every length are related by an orthogonal matrix that fixes the all-ones vector. -/
theorem exists_orthogonal_fixing_ones {A B : Matrix n n ℝ} (hA : A.IsSymm) (hB : B.IsSymm)
    (hc : A.charpoly = B.charpoly) (hw : ∀ k, walkSum A 1 k = walkSum B 1 k) :
    ∃ Q : Matrix n n ℝ, Q * Qᵀ = 1 ∧ Q * A * Qᵀ = B ∧ Q *ᵥ 1 = 1 :=
  (isospectral_walks_iff hA hB 1 1).1 ⟨hc, hw⟩

/-- For real symmetric `A` and `B` with equal characteristic polynomials and equal total walk
sums, any combination of `A`, the identity and the all-ones matrix has the same characteristic
polynomial as the same combination formed with `B`. -/
theorem charpoly_combination_eq {A B : Matrix n n ℝ} (hA : A.IsSymm) (hB : B.IsSymm)
    (hc : A.charpoly = B.charpoly) (hw : ∀ k, walkSum A 1 k = walkSum B 1 k) (a b c : ℝ) :
    (a • A + b • (1 : Matrix n n ℝ) + c • vecMulVec 1 1).charpoly =
      (a • B + b • (1 : Matrix n n ℝ) + c • vecMulVec 1 1).charpoly := by
  obtain ⟨Q, hQ, hAB, h1⟩ := exists_orthogonal_fixing_ones hA hB hc hw
  -- `Q` leaves the all-ones matrix unchanged
  have hJ : Q * vecMulVec 1 1 * Qᵀ = vecMulVec 1 1 := by
    rw [mul_vecMulVec, vecMulVec_mul, vecMul_transpose, h1]
  have e : a • B + b • (1 : Matrix n n ℝ) + c • vecMulVec 1 1 =
      Q * (a • A + b • (1 : Matrix n n ℝ) + c • vecMulVec 1 1) * Qᵀ := by
    simp only [Matrix.mul_add, Matrix.add_mul, Matrix.mul_smul, Matrix.smul_mul,
      Matrix.mul_one, hQ, hAB, hJ]
  rw [e, Matrix.charpoly_mul_comm, ← Matrix.mul_assoc, mul_eq_one_comm.1 hQ, Matrix.one_mul]

/-- Two sites of energy `0` with coupling `1`, and two uncoupled sites of energies `1` and `-1`,
have equal characteristic polynomials, but no orthogonal matrix that fixes the all-ones vector
relates them. -/
theorem charpoly_alone_insufficient :
    (!![0, 1; 1, 0] : Matrix (Fin 2) (Fin 2) ℝ).charpoly = !![1, 0; 0, -1].charpoly ∧
    ¬ ∃ Q : Matrix (Fin 2) (Fin 2) ℝ,
      Q * Qᵀ = 1 ∧ Q * !![0, 1; 1, 0] * Qᵀ = !![1, 0; 0, -1] ∧ Q *ᵥ 1 = 1 := by
  constructor
  · simp [Matrix.charpoly_fin_two, Matrix.trace_fin_two, Matrix.det_fin_two]
  · intro h
    have hA : (!![0, 1; 1, 0] : Matrix (Fin 2) (Fin 2) ℝ).IsSymm := by
      ext i j; fin_cases i <;> fin_cases j <;> simp
    have hB : (!![1, 0; 0, -1] : Matrix (Fin 2) (Fin 2) ℝ).IsSymm := by
      ext i j; fin_cases i <;> fin_cases j <;> simp
    -- the walk sums of length one are 2 and 0
    have h1 := ((isospectral_walks_iff hA hB 1 1).2 h).2 1
    norm_num [walkSum, dotProduct, mulVec, Fin.sum_univ_two] at h1

end

end GeneralisedIsospectrality
```

```lean
#print axioms GeneralisedIsospectrality.exists_orthogonal_fixing_ones
#print axioms GeneralisedIsospectrality.charpoly_combination_eq
#print axioms GeneralisedIsospectrality.charpoly_alone_insufficient
```

```
'GeneralisedIsospectrality.exists_orthogonal_fixing_ones' depends on axioms: [propext, Classical.choice, Quot.sound]
'GeneralisedIsospectrality.charpoly_combination_eq' depends on axioms: [propext, Classical.choice, Quot.sound]
'GeneralisedIsospectrality.charpoly_alone_insufficient' depends on axioms: [propext, Classical.choice, Quot.sound]
```

## From the lemmas to $Q$

- `common_levels` supplies $U$, $V$ and the shared energies `d` from the spectral theorem.
- `walkSum_spectral` proves the moment formula, by induction on `k` for $A^k=UD^kU^T$.
- `levelSum_eq_of_moments` passes from monomials to polynomials by induction, then uses the product of $(t-\nu)$ over the energies $\nu\ne\mu$.
- `levelReflection_mulVec` gives the action of $R$ on a vector. `levelReflection_symmetry` derives $R^T=R$, $R^2=1$ and $RD=DR$; for $R^2=1$ it shows that the component along $w$ changes sign.
- `levelReflection_maps` proves $Rx=y$. Its `h3` is $2\,w\cdot x=|w|^2$, and the case split treats levels where $w=0$; there Lean's division by zero gives zero, so $R$ is the identity.

In `isospectral_walks_iff`, the `calc` blocks multiply out $QQ^T$ and $QAQ^T$ as above. For the converse, $QA=BQ$ gives $QA^k=B^kQ$, so the walk sums agree, and similarity gives equal characteristic polynomials. `charpoly_combination_eq` uses $QJQ^T=(Q\mathbf 1)(Q\mathbf 1)^T=J$, and `charpoly_alone_insufficient` applies the converse at `k = 1` to the two-site pair.
